# For Hermitian \(H\) and \(\operatorname{Im} z>0\), \(\langle v,(z-H)^{-1}v\rangle\) has non-positive imaginary part and modulus at most \(\|v\|^2/\operatorname{Im} z\)

A resolvent \((z-H)^{-1}\) can be written down before anyone knows that \(z-H\) is invertible. The file below defines it for every complex \(z\), using an inverse that returns the zero operator when no true inverse exists, and then proves invertibility for Hermitian \(H\) and \(\operatorname{Im}z>0\), the case in the title.

Here \(H\) is a Hermitian operator on a finite-dimensional complex inner product space, \(v\) is a vector, and \(G(z)=\langle v,(z-H)^{-1}v\rangle\). With \(z=\omega+i\eta\), \(\omega\) is a frequency in units with \(\hbar=1\) and \(\eta>0\) is the broadening. For a finite matrix \(H\), the result caps the height of the broadened spectrum \(-\operatorname{Im}G(\omega+i\eta)\) at \(\|v\|^2/\eta\).

## The space, the propagator and the response

In Lean 4 with Mathlib:

```lean
import Mathlib

open Complex

namespace PassiveResponse

noncomputable section

variable {E : Type*} [NormedAddCommGroup E] [InnerProductSpace ℂ E]
```

`E` is a complex inner product space, as yet of any dimension. In `inner ℂ x y`, the first slot is conjugate-linear and the second linear, as in a bra-ket.

```lean
/-- The propagator `(z - K)⁻¹` of a system with generator `K`, meant for those `z` at which
`z - K` is invertible. -/
def propagator (K : Module.End ℂ E) (z : ℂ) : Module.End ℂ E :=
  Ring.inverse (z • (1 : Module.End ℂ E) - K)
```

`Module.End ℂ E` is the type of linear operators on `E`, `1` is the identity, and `•` multiplies by a scalar. So `propagator K z` is \((z-K)^{-1}\). The generator \(K\) need not be Hermitian, which leaves room for damping.

```lean
/-- The response function `G(z) = ⟨v, (z - K)⁻¹ v⟩` of the vector `v`, meant for those `z` at
which `z - K` is invertible. -/
def response (K : Module.End ℂ E) (v : E) (z : ℂ) : ℂ :=
  inner ℂ v (propagator K z v)
```

This is \(G(z)=\langle v,(z-K)^{-1}v\rangle\), a single resolvent matrix element. A full polarisability would combine resonant and antiresonant terms.

```lean
/-- Where `z - K` is invertible, the vector `x = (z - K)⁻¹ v` solves the driven equation
`(z - K) x = v`. -/
theorem apply_propagator {K : Module.End ℂ E} {z : ℂ}
    (hu : IsUnit (z • (1 : Module.End ℂ E) - K)) (v : E) :
    (z • (1 : Module.End ℂ E) - K) (propagator K z v) = v :=
  congrArg (fun T : Module.End ℂ E => T v) (Ring.mul_inverse_cancel _ hu)
```

`IsUnit` means "is invertible". Under that hypothesis, \(x=(z-K)^{-1}v\) solves \((z-K)x=v\): the proof applies the operator identity \((z-K)(z-K)^{-1}=1\) to \(v\).

## Power balance and invertibility

```lean
/-- Power balance: for Hermitian `H` and any operator `Γ`, the imaginary part of
`⟨x, (z - H + iΓ) x⟩` is `Im z ‖x‖² + Re ⟨x, Γ x⟩`. -/
theorem power_balance {H : Module.End ℂ E} (hH : LinearMap.IsSymmetric H)
    (Γ : Module.End ℂ E) (z : ℂ) (x : E) :
    (inner ℂ x ((z • (1 : Module.End ℂ E) - (H - I • Γ)) x)).im
      = z.im * ‖x‖ ^ 2 + (inner ℂ x (Γ x)).re := by
  -- the expectation value of a Hermitian operator is real
  have h0 : (inner ℂ x (H x)).im = 0 := by
    have h := inner_conj_symm (𝕜 := ℂ) x (H x)
    rw [hH x x] at h
    exact Complex.conj_eq_iff_im.mp h
  have hx : inner ℂ x x = ((‖x‖ ^ 2 : ℝ) : ℂ) :=
    (inner_self_eq_norm_sq_to_K (𝕜 := ℂ) x).trans (Complex.ofReal_pow _ _).symm
  simp only [LinearMap.sub_apply, LinearMap.smul_apply, Module.End.one_apply,
    inner_sub_right, inner_smul_right, hx]
  simp only [Complex.sub_im, Complex.mul_im, Complex.ofReal_re, Complex.ofReal_im,
    Complex.I_re, Complex.I_im, h0]
  ring
```

`LinearMap.IsSymmetric H` says \(\langle Hx,y\rangle=\langle x,Hy\rangle\) for all \(x,y\). The operator \(\Gamma\) is arbitrary here, and \(K=H-i\Gamma\). By linearity in the second slot,

\[
\langle x,(z-H+i\Gamma)x\rangle = z\|x\|^2-\langle x,Hx\rangle+i\langle x,\Gamma x\rangle .
\]

Symmetry makes \(\langle x,Hx\rangle\) equal to its own conjugate, hence real; this is `h0`. Since \(\operatorname{Im}(iw)=\operatorname{Re}w\), the imaginary part is

\[
\operatorname{Im}z\,\|x\|^2+\operatorname{Re}\langle x,\Gamma x\rangle .
\]

The two `simp only` calls expand the inner product and take imaginary parts; `ring` finishes the algebra.

```lean
variable [FiniteDimensional ℂ E]

/-- For Hermitian `H`, damping `Γ` with `Re ⟨x, Γ x⟩ ≥ 0` for all `x`, and `Im z > 0`, the
operator `z - (H - iΓ)` is invertible in finite dimension. -/
theorem isUnit_damped {H Γ : Module.End ℂ E} (hH : LinearMap.IsSymmetric H)
    (hΓ : ∀ x, 0 ≤ (inner ℂ x (Γ x)).re) {z : ℂ} (hz : 0 < z.im) :
    IsUnit (z • (1 : Module.End ℂ E) - (H - I • Γ)) := by
  rw [LinearMap.isUnit_iff_ker_eq_bot, LinearMap.ker_eq_bot']
  intro x hx
  have h := power_balance hH Γ z x
  rw [hx, inner_zero_right, Complex.zero_im] at h
  by_contra hne
  have hp := mul_pos hz (pow_pos (norm_pos_iff.mpr hne) 2)
  linarith [hΓ x]
```

Finite dimension enters here, together with the condition `hΓ`, \(\operatorname{Re}\langle x,\Gamma x\rangle\ge 0\) for all \(x\). Physically, \(\Gamma\) only removes norm: under \(i\dot\psi=(H-i\Gamma)\psi\), one has \(\frac{d}{dt}\|\psi\|^2=-2\operatorname{Re}\langle\psi,\Gamma\psi\rangle\le 0\). 

If \((z-H+i\Gamma)x=0\), the balance gives

\[
0=\operatorname{Im}z\,\|x\|^2+\operatorname{Re}\langle x,\Gamma x\rangle .
\]

Both terms are non-negative, so \(x=0\). An operator with zero kernel on a finite-dimensional space is invertible, which is what the opening `rw` uses. The rest assumes \(x\neq0\) and lets `linarith` find the contradiction.

## Absorption and the bound

```lean
/-- Absorption of a damped system in finite dimension: for Hermitian `H`, `Re ⟨x, Γ x⟩ ≥ 0` for all
`x`, and `Im z > 0`, the response of `H - iΓ` has `Im G = -(Im z ‖x‖² + Re ⟨x, Γ x⟩)` at
`x = (z - H + iΓ)⁻¹ v`. -/
theorem im_response_damped {H Γ : Module.End ℂ E} (hH : LinearMap.IsSymmetric H)
    (hΓ : ∀ x, 0 ≤ (inner ℂ x (Γ x)).re) {z : ℂ} (hz : 0 < z.im) (v : E) :
    (response (H - I • Γ) v z).im
      = -(z.im * ‖propagator (H - I • Γ) z v‖ ^ 2
          + (inner ℂ (propagator (H - I • Γ) z v)
              (Γ (propagator (H - I • Γ) z v))).re) := by
  have h := power_balance hH Γ z (propagator (H - I • Γ) z v)
  rw [apply_propagator (isUnit_damped hH hΓ hz) v] at h
  unfold response
  rw [← inner_conj_symm v (propagator (H - I • Γ) z v), Complex.conj_im, h]
```

Put \(x=(z-H+i\Gamma)^{-1}v\). Then

\[
G(z)=\langle v,x\rangle=\overline{\langle x,v\rangle}
=\overline{\langle x,(z-H+i\Gamma)x\rangle}.
\]

Conjugation flips the sign of the imaginary part, so the balance yields

\[
\operatorname{Im}G(z)=-\bigl(\operatorname{Im}z\,\|x\|^2+\operatorname{Re}\langle x,\Gamma x\rangle\bigr).
\]

In the proof, `h` is the balance at this \(x\), and `inner_conj_symm` supplies the conjugation.

```lean
/-- For Hermitian `H`, `Re ⟨x, Γ x⟩ ≥ 0` for all `x`, and `Im z > 0`, the response of the damped
system `H - iΓ` in finite dimension obeys `|G(z)| ≤ ‖v‖² / Im z`. -/
theorem norm_response_damped_le {H Γ : Module.End ℂ E} (hH : LinearMap.IsSymmetric H)
    (hΓ : ∀ x, 0 ≤ (inner ℂ x (Γ x)).re) {z : ℂ} (hz : 0 < z.im) (v : E) :
    ‖response (H - I • Γ) v z‖ ≤ ‖v‖ ^ 2 / z.im := by
  have him := im_response_damped hH hΓ hz v
  have hcs : ‖response (H - I • Γ) v z‖ ≤ ‖v‖ * ‖propagator (H - I • Γ) z v‖ :=
    norm_inner_le_norm v _
  have habs := (neg_le_abs _).trans (Complex.abs_im_le_norm (response (H - I • Γ) v z))
  have hpos := hΓ (propagator (H - I • Γ) z v)
  have hx0 := norm_nonneg (propagator (H - I • Γ) z v)
  generalize ‖propagator (H - I • Γ) z v‖ = r at *
  -- absorption and Cauchy-Schwarz together limit the amplitude `r`
  have h1 : z.im * r ^ 2 ≤ ‖v‖ * r := by linarith
  have h2 : z.im * r ≤ ‖v‖ := by
    by_contra hc
    have hc' := not_le.mp hc
    have hr : 0 < r := by
      by_contra hr
      have hr0 : r = 0 := le_antisymm (not_lt.mp hr) hx0
      rw [hr0, mul_zero] at hc'
      exact absurd hc' (not_lt_of_ge (norm_nonneg v))
    nlinarith [mul_pos hr (sub_pos.mpr hc')]
  rw [le_div_iff₀ hz]
  nlinarith [mul_le_mul_of_nonneg_left h2 (norm_nonneg v),
    mul_le_mul_of_nonneg_left hcs hz.le]
```

With the same \(x\), absorption and Cauchy-Schwarz give

\[
\operatorname{Im}z\,\|x\|^2\le-\operatorname{Im}G\le|G|\le\|v\|\,\|x\| .
\]

If \(x\ne0\), divide by \(\|x\|\) to get \(\operatorname{Im}z\,\|x\|\le\|v\|\); if \(x=0\), this is immediate. Therefore

\[
|G|\le\|v\|\,\|x\|\le\frac{\|v\|^2}{\operatorname{Im}z}.
\]

The code abbreviates \(\|x\|\) to `r`. Its `h1` and `h2` are the inequalities before and after the division, and `nlinarith` multiplies the inequalities together.

## The undamped system

```lean
/-- Passivity: for Hermitian `H` in finite dimension and `Im z > 0`, `z - H` is invertible,
`Im G(z) = -Im z ‖(z - H)⁻¹ v‖²`, and `|G(z)| ≤ ‖v‖² / Im z`. -/
theorem passivity {H : Module.End ℂ E} (hH : LinearMap.IsSymmetric H)
    {z : ℂ} (hz : 0 < z.im) (v : E) :
    IsUnit (z • (1 : Module.End ℂ E) - H) ∧
      (response H v z).im = -z.im * ‖propagator H z v‖ ^ 2 ∧
      ‖response H v z‖ ≤ ‖v‖ ^ 2 / z.im := by
  -- the undamped case `Γ = 0`
  have e : H - I • (0 : Module.End ℂ E) = H := by rw [smul_zero, sub_zero]
  have h0 : ∀ x : E, 0 ≤ (inner ℂ x ((0 : Module.End ℂ E) x)).re := by
    intro x
    rw [LinearMap.zero_apply, inner_zero_right, Complex.zero_re]
  have h1 := isUnit_damped hH h0 hz
  have h2 := im_response_damped hH h0 hz v
  have h3 := norm_response_damped_le hH h0 hz v
  rw [e] at h1 h2 h3
  rw [LinearMap.zero_apply, inner_zero_right, Complex.zero_re] at h2
  exact ⟨h1, by linarith, h3⟩
```

The three parts joined by `∧` say that \(z-H\) is invertible, that

\[
\operatorname{Im}G(z)=-\operatorname{Im}z\,\|(z-H)^{-1}v\|^2,
\]

and that \(|G(z)|\le\|v\|^2/\operatorname{Im}z\). The proof sets \(\Gamma=0\) in the three preceding theorems; `e` records that \(H-i\,0=H\).

"Passivity" here means these statements at each fixed \(z\) in the upper half-plane. Analyticity in \(z\) and the limit \(\operatorname{Im}z\to0\) are separate questions.

The smallest non-trivial case is one level, \(E=\mathbb C\) with \(H=\varepsilon\) real:

\[
G(z)=\frac{|v|^2}{z-\varepsilon},\qquad
\operatorname{Im}G(z)=-\frac{\operatorname{Im}z\,|v|^2}{|z-\varepsilon|^2}.
\]

This is a Lorentzian in \(\operatorname{Re}z\). For \(v\neq0\), \(|G|\) reaches \(|v|^2/\operatorname{Im}z\) exactly on resonance, \(\operatorname{Re}z=\varepsilon\).

## When the bound is attained

```lean
/-- For Hermitian `H` in finite dimension and `Im z > 0`, the bound `|G(z)| ≤ ‖v‖² / Im z` is
attained exactly when `H v = (Re z) v`. -/
theorem norm_response_eq_iff {H : Module.End ℂ E} (hH : LinearMap.IsSymmetric H)
    {z : ℂ} (hz : 0 < z.im) (v : E) :
    ‖response H v z‖ = ‖v‖ ^ 2 / z.im ↔ H v = (z.re : ℂ) • v := by
  obtain ⟨hu, him, -⟩ := passivity hH hz v
  obtain ⟨x, hxdef⟩ : ∃ x, x = propagator H z v := ⟨_, rfl⟩
  have hG : response H v z = inner ℂ v x := by rw [hxdef]; rfl
  have hx : z • x - H x = v := by rw [hxdef]; exact apply_propagator hu v
  have hzd : (z.re : ℂ) + I * (z.im : ℂ) = z := by
    rw [mul_comm]; exact Complex.re_add_im z
  rw [← hxdef, hG] at him
  rw [hG]
  constructor
  · intro h
    have hcs : ‖inner ℂ v x‖ ≤ ‖v‖ * ‖x‖ := norm_inner_le_norm v x
    rw [h, div_le_iff₀ hz] at hcs
    have hle : ‖v‖ ≤ z.im * ‖x‖ := by
      by_contra hc
      have hc' := not_le.mp hc
      have hv := lt_of_le_of_lt (mul_nonneg hz.le (norm_nonneg x)) hc'
      nlinarith [mul_pos hv (sub_pos.mpr hc')]
    have hre : RCLike.re (inner ℂ v ((I * (z.im : ℂ)) • x)) = z.im * (z.im * ‖x‖ ^ 2) := by
      rw [inner_smul_right]
      change (I * (z.im : ℂ) * inner ℂ v x).re = _
      simp only [Complex.mul_re, Complex.mul_im, Complex.I_re, Complex.I_im,
        Complex.ofReal_re, Complex.ofReal_im, him]
      ring
    have hn : ‖(I * (z.im : ℂ)) • x‖ = z.im * ‖x‖ := by
      rw [norm_smul, norm_mul, Complex.norm_I, one_mul, Complex.norm_real,
        Real.norm_of_nonneg hz.le]
    -- saturation forces `v = i (Im z) x`
    have h0 : ‖v - (I * (z.im : ℂ)) • x‖ ^ 2 ≤ 0 := by
      rw [norm_sub_sq (𝕜 := ℂ), hre, hn]
      nlinarith [mul_self_le_mul_self (norm_nonneg v) hle]
    have hv : v = (I * (z.im : ℂ)) • x :=
      sub_eq_zero.mp (norm_eq_zero.mp
        ((pow_eq_zero_iff two_ne_zero).mp (le_antisymm h0 (sq_nonneg _))))
    have hHx : H x = (z.re : ℂ) • x := by
      have h1 : H x = z • x - v := by rw [← hx]; abel
      rw [h1, hv, ← sub_smul]
      congr 1
      linear_combination -hzd
    rw [hv, map_smul, hHx]
    exact smul_comm _ _ _
  · intro h
    -- an eigenvector at `Re z` is only rescaled by the propagator
    have h1 : (z • (1 : Module.End ℂ E) - H) v = (I * (z.im : ℂ)) • v := by
      change z • v - H v = _
      rw [h, ← sub_smul]
      congr 1
      linear_combination -hzd
    have h2 : propagator H z ((z • (1 : Module.End ℂ E) - H) v) = v :=
      congrArg (fun T : Module.End ℂ E => T v) (Ring.inverse_mul_cancel _ hu)
    rw [h1, map_smul, ← hxdef] at h2
    have h3 : inner ℂ v v = I * (z.im : ℂ) * inner ℂ v x := by
      rw [← inner_smul_right, h2]
    have h4 := congrArg norm h3
    rw [norm_mul, norm_mul, Complex.norm_I, one_mul, Complex.norm_real,
      Real.norm_of_nonneg hz.le, inner_self_eq_norm_sq_to_K, norm_pow,
      RCLike.norm_ofReal, abs_norm] at h4
    rw [eq_div_iff hz.ne']
    linarith

end

end PassiveResponse
```

The resonance condition generalises to \(Hv=(\operatorname{Re}z)v\), which also admits \(v=0\). Write \(\eta=\operatorname{Im}z\) and \(x=(z-H)^{-1}v\).

Suppose first that \(|G|=\|v\|^2/\eta\). Cauchy-Schwarz gives \(\|v\|^2\le\eta\|v\|\|x\|\), hence \(\|v\|\le\eta\|x\|\), trivially so if \(v=0\); this is `hle`. By `passivity`, \(\operatorname{Re}\langle v,i\eta x\rangle=-\eta\operatorname{Im}G=\eta^2\|x\|^2\), which is `hre`. Expanding the square,

\[
\|v-i\eta x\|^2=\|v\|^2-2\eta^2\|x\|^2+\eta^2\|x\|^2=\|v\|^2-\eta^2\|x\|^2\le0 .
\]

So \(v=i\eta x\). Then \(Hx=zx-v=(z-i\eta)x=(\operatorname{Re}z)x\), and multiplying by \(i\eta\) gives \(Hv=(\operatorname{Re}z)v\).

Conversely, if \(Hv=(\operatorname{Re}z)v\), then \((z-H)v=i\eta v\). Applying the propagator gives \(v=i\eta x\), which is `h2` after rewriting. Taking the inner product with \(v\) gives \(\|v\|^2=i\eta G\), and taking moduli gives \(|G|=\|v\|^2/\eta\).

```lean
#print axioms PassiveResponse.power_balance
#print axioms PassiveResponse.norm_response_eq_iff
```

```
'PassiveResponse.power_balance' depends on axioms: [propext, Classical.choice, Quot.sound]
'PassiveResponse.norm_response_eq_iff' depends on axioms: [propext, Classical.choice, Quot.sound]
```
